# Least-squares rotations of matched points from the top eigenvector of a 4×4 matrix

## Points, quaternions and the matrix N

Let \(x_i\) and \(a_i\) be finite families in \(\mathbb R^3\), with \(x_i\) to be rotated onto \(a_i\). Indices of components start at 0. Put
\[
C=\sum_i x_i a_i^T,\qquad E_0=\sum_i(|a_i|^2+|x_i|^2).
\]
A quaternion is a real vector \(q=(q_0,q_1,q_2,q_3)\), and \(R(q)\) is the matrix of \(x\mapsto q\,x\,q^*\), where \(x\) is read as a quaternion with zero real part. A proper rotation is a real matrix with \(R^TR=1\) and \(\det R=1\). With \(t=\operatorname{tr}C\), define
\[
N(C)=\begin{pmatrix}
t & C_{12}-C_{21} & C_{20}-C_{02} & C_{01}-C_{10}\\
\cdot & 2C_{00}-t & C_{01}+C_{10} & C_{02}+C_{20}\\
\cdot & \cdot & 2C_{11}-t & C_{12}+C_{21}\\
\cdot & \cdot & \cdot & 2C_{22}-t
\end{pmatrix},
\]
completed by symmetry. It is linear in \(C\) and traceless.

## The overlap as a quadratic form

Direct multiplication gives \(R(q)^TR(q)=|q|^4\,1\) and \(\det R(q)=|q|^6\), so a unit \(q\) gives a proper rotation. Moreover
\[
\sum_i a_i\cdot R(q)x_i=\operatorname{tr}(R(q)C)=q^TN(C)q .
\]
The last equality comes from collecting monomials. For example, \(q_0q_1\) enters through \(R_{12}\) and \(R_{21}\) and has coefficient \(2(C_{12}-C_{21})=2N_{01}\).

Since a rotation preserves lengths, the misfit is
\[
\sum_i|a_i-Rx_i|^2=E_0-2\sum_i a_i\cdot Rx_i .
\]

## Every proper rotation is some R(q)

Given \(R\), set \(C=R^T\) and \(K=N(C)\). Orthogonality gives \(\sum_{ij} C_{ij}^2=3\), and with \(\det C=1\) each entry of \(C\) equals its own cofactor. Write \(m_i\) for the minor of \(C\) without row and column \(i\). Then
\[
\begin{aligned}
(K^2)_{00}&=3+2(m_0+m_1+m_2)=3+2K_{00},\\
(K^2)_{11}&=3+2(m_0-m_1-m_2)=3+2K_{11},\\
(K^2)_{01}&=2(C_{00}C_{12}-C_{02}C_{10})-2(C_{00}C_{21}-C_{01}C_{20})=2K_{01},\\
(K^2)_{12}&=2(C_{12}C_{20}-C_{10}C_{22})+2(C_{02}C_{21}-C_{01}C_{22})=2K_{12}.
\end{aligned}
\]
Cyclic relabelling and symmetry give the other entries. Hence \(K^2=2K+3\), that is, \(K(K+1)=3(K+1)\).

As \(\operatorname{tr}(K+1)=4\), some column \(w\) of \(K+1\) is nonzero, and \(Kw=3w\). For \(q=w/|w|\) this gives \(\operatorname{tr}(R(q)R^T)=3\), so the sum of squared entries of \(R(q)-R\) is \(3+3-2\cdot3=0\).

## The largest eigenvalue decides the fit

Let \(\lambda\) be the largest eigenvalue of \(N(C)\). Expanding a unit \(q\) in an orthonormal eigenbasis, with components \(c_k\) and eigenvalues \(\mu_k\), gives
\[
\lambda-q^TNq=\sum_k(\lambda-\mu_k)c_k^2\ge0,
\]
with equality exactly when \(Nq=\lambda q\). The least misfit is therefore \(E_0-2\lambda\).

In simulation practice, this fits a trajectory frame to a reference structure, for equally weighted atoms with known matching. The rotation is about the origin. To optimise a translation as well, first subtract from each set its own centroid: for any \(R\) the best translation makes the centroids coincide, so the best rotation is the one found from the centred points. The Lean theorems don't include this step.

## A transposed correlation matrix

Using \(\sum_i a_ix_i^T\) for \(C\) flips the signs of \(N_{01},N_{02},N_{03}\). The eigenvalues stay the same, but the eigenvector becomes the conjugate quaternion and gives the inverse rotation. The value \(E_0-2\lambda\) doesn't reveal the error; recomputing the misfit from the rotated coordinates generally does.

## What the Lean theorems say

`rot`, `correlation` and `keyMatrix` are \(R(q)\), \(C\) and \(N\); the finite type `ι` labels the points. `best_fit_iff` says that a unit `p` is an eigenvector for `lam` if and only if `rot p` has the least `misfit` among all proper rotations. Its hypothesis `IsTopEigenvalue` asks that `lam` have a unit eigenvector and bound every eigenvalue; a real symmetric matrix always has such a value. `misfit_eigenvector` supplies the misfit. Uniqueness of the best rotation is not claimed, and it fails when \(\lambda\) is degenerate.

```lean
import Mathlib

open Matrix

namespace QuaternionSuperposition

noncomputable section

/-- The 3×3 matrix `R(q)` built from the four components of a quaternion `q`. -/
def rot (q : Fin 4 → ℝ) : Matrix (Fin 3) (Fin 3) ℝ :=
  !![q 0 ^ 2 + q 1 ^ 2 - q 2 ^ 2 - q 3 ^ 2, 2 * (q 1 * q 2 - q 0 * q 3),
      2 * (q 1 * q 3 + q 0 * q 2);
    2 * (q 1 * q 2 + q 0 * q 3), q 0 ^ 2 - q 1 ^ 2 + q 2 ^ 2 - q 3 ^ 2,
      2 * (q 2 * q 3 - q 0 * q 1);
    2 * (q 1 * q 3 - q 0 * q 2), 2 * (q 2 * q 3 + q 0 * q 1),
      q 0 ^ 2 - q 1 ^ 2 - q 2 ^ 2 + q 3 ^ 2]

/-- A proper rotation of space: an orthogonal matrix of determinant one. -/
def IsRotation (R : Matrix (Fin 3) (Fin 3) ℝ) : Prop := Rᵀ * R = 1 ∧ R.det = 1

/-- The correlation matrix `∑ xᵢ aᵢᵀ` of two families of positions. -/
def correlation {ι : Type*} [Fintype ι] (x a : ι → Fin 3 → ℝ) : Matrix (Fin 3) (Fin 3) ℝ :=
  ∑ i, vecMulVec (x i) (a i)

/-- The 4×4 matrix `N` assembled from a 3×3 correlation matrix. -/
def keyMatrix (C : Matrix (Fin 3) (Fin 3) ℝ) : Matrix (Fin 4) (Fin 4) ℝ :=
  !![C 0 0 + C 1 1 + C 2 2, C 1 2 - C 2 1, C 2 0 - C 0 2, C 0 1 - C 1 0;
    C 1 2 - C 2 1, C 0 0 - C 1 1 - C 2 2, C 0 1 + C 1 0, C 0 2 + C 2 0;
    C 2 0 - C 0 2, C 0 1 + C 1 0, C 1 1 - C 0 0 - C 2 2, C 1 2 + C 2 1;
    C 0 1 - C 1 0, C 0 2 + C 2 0, C 1 2 + C 2 1, C 2 2 - C 0 0 - C 1 1]

/-- The sum of squared distances between the targets `aᵢ` and the transformed points `R xᵢ`. -/
def misfit {ι : Type*} [Fintype ι] (R : Matrix (Fin 3) (Fin 3) ℝ) (x a : ι → Fin 3 → ℝ) : ℝ :=
  ∑ i, (a i - R *ᵥ x i) ⬝ᵥ (a i - R *ᵥ x i)

/-- `lam` is the largest eigenvalue of `N`: it has a unit eigenvector and bounds every
eigenvalue from above. -/
def IsTopEigenvalue (N : Matrix (Fin 4) (Fin 4) ℝ) (lam : ℝ) : Prop :=
  (∃ q, q ⬝ᵥ q = 1 ∧ N *ᵥ q = lam • q) ∧ ∀ mu v, v ≠ 0 → N *ᵥ v = mu • v → mu ≤ lam

/-- The matrix `R(q)` acts on a vector `x` as the quaternion product `q x q*`. -/
theorem rot_conjugation (q : Fin 4 → ℝ) (x : Fin 3 → ℝ) :
    (⟨q 0, q 1, q 2, q 3⟩ : Quaternion ℝ) * ⟨0, x 0, x 1, x 2⟩ *
      star (⟨q 0, q 1, q 2, q 3⟩ : Quaternion ℝ) =
    ⟨0, (rot q *ᵥ x) 0, (rot q *ᵥ x) 1, (rot q *ᵥ x) 2⟩ := by
  ext <;> simp [rot, mulVec, dotProduct, Fin.sum_univ_three] <;> ring

/-- A unit quaternion gives a proper rotation. -/
theorem rot_isRotation {q : Fin 4 → ℝ} (hq : q ⬝ᵥ q = 1) : IsRotation (rot q) := by
  have h : (rot q)ᵀ * rot q = (q ⬝ᵥ q) ^ 2 • (1 : Matrix (Fin 3) (Fin 3) ℝ) := by
    ext i j
    fin_cases i <;> fin_cases j <;>
      simp [rot, mul_apply, dotProduct, Fin.sum_univ_three, Fin.sum_univ_four] <;> ring
  have hd : (rot q).det = (q ⬝ᵥ q) ^ 3 := by
    simp [rot, det_fin_three, dotProduct, Fin.sum_univ_four]
    ring
  exact ⟨by rw [h, hq, one_pow, one_smul], by rw [hd, hq, one_pow]⟩

/-- The matrix `N` depends linearly on the correlation matrix, and it is symmetric and
traceless. -/
theorem keyMatrix_linear_symm_traceless :
    (∀ (s : ℝ) (A B : Matrix (Fin 3) (Fin 3) ℝ),
      keyMatrix (s • A + B) = s • keyMatrix A + keyMatrix B) ∧
    ∀ C, (keyMatrix C)ᵀ = keyMatrix C ∧ (keyMatrix C).trace = 0 := by
  refine ⟨fun s A B => ?_, fun C => ⟨?_, ?_⟩⟩
  · ext i j
    fin_cases i <;> fin_cases j <;> simp [keyMatrix] <;> ring
  · ext i j
    fin_cases i <;> fin_cases j <;> simp [keyMatrix]
  · simp [keyMatrix, Matrix.trace, Fin.sum_univ_four]
    ring

/-- The trace of `R(q) C` is the quadratic form of `N` at `q`. -/
theorem trace_rot_mul (q : Fin 4 → ℝ) (C : Matrix (Fin 3) (Fin 3) ℝ) :
    (rot q * C).trace = q ⬝ᵥ keyMatrix C *ᵥ q := by
  simp only [trace_fin_three, mul_apply, mulVec, dotProduct, Fin.sum_univ_three,
    Fin.sum_univ_four]
  simp [rot, keyMatrix]
  ring

/-- The overlap of the targets with the transformed points is the quadratic form of `N`. -/
theorem overlap_eq {ι : Type*} [Fintype ι] (x a : ι → Fin 3 → ℝ) (q : Fin 4 → ℝ) :
    ∑ i, a i ⬝ᵥ rot q *ᵥ x i = q ⬝ᵥ keyMatrix (correlation x a) *ᵥ q := by
  rw [← trace_rot_mul, correlation, Matrix.mul_sum, Matrix.trace_sum]
  refine Finset.sum_congr rfl fun i _ => ?_
  simp [Matrix.trace, mul_apply, mulVec, dotProduct, vecMulVec_apply, Fin.sum_univ_three]
  ring

/-- Every proper rotation comes from a unit quaternion. -/
theorem exists_quaternion {R : Matrix (Fin 3) (Fin 3) ℝ} (hR : IsRotation R) :
    ∃ q, q ⬝ᵥ q = 1 ∧ rot q = R := by
  have ho' : R * Rᵀ = 1 := mul_eq_one_comm.mp hR.1
  have hadj : R.adjugate = Rᵀ := by
    calc R.adjugate = (Rᵀ * R) * R.adjugate := by rw [hR.1, one_mul]
      _ = Rᵀ := by rw [mul_assoc, mul_adjugate, hR.2, one_smul, mul_one]
  -- K (K + 1) = 3 (K + 1), from orthogonality and the cofactor relations
  have hK : keyMatrix Rᵀ * (keyMatrix Rᵀ + 1) = (3 : ℝ) • (keyMatrix Rᵀ + 1) := by
    have c : ∀ i j, R 0 i * R 0 j + R 1 i * R 1 j + R 2 i * R 2 j
        = (1 : Matrix (Fin 3) (Fin 3) ℝ) i j := by
      intro i j
      rw [← hR.1]
      simp [mul_apply, Fin.sum_univ_three]
    have r : ∀ i j, R i 0 * R j 0 + R i 1 * R j 1 + R i 2 * R j 2
        = (1 : Matrix (Fin 3) (Fin 3) ℝ) i j := by
      intro i j
      rw [← ho']
      simp [mul_apply, Fin.sum_univ_three]
    have c0 := (c 0 0).trans (one_apply_eq 0)
    have c1 := (c 1 1).trans (one_apply_eq 1)
    have c2 := (c 2 2).trans (one_apply_eq 2)
    have c3 := (c 0 1).trans (one_apply_ne (by decide))
    have c4 := (c 0 2).trans (one_apply_ne (by decide))
    have c5 := (c 1 2).trans (one_apply_ne (by decide))
    have r0 := (r 0 0).trans (one_apply_eq 0)
    have r1 := (r 1 1).trans (one_apply_eq 1)
    have r2 := (r 2 2).trans (one_apply_eq 2)
    have r3 := (r 0 1).trans (one_apply_ne (by decide))
    have r4 := (r 0 2).trans (one_apply_ne (by decide))
    have r5 := (r 1 2).trans (one_apply_ne (by decide))
    rw [adjugate_fin_three] at hadj
    have k := fun i j => congrFun (congrFun hadj i) j
    have k0 := k 0 0
    have k1 := k 0 1
    have k2 := k 0 2
    have k3 := k 1 0
    have k4 := k 1 1
    have k5 := k 1 2
    have k6 := k 2 0
    have k7 := k 2 1
    have k8 := k 2 2
    clear k c r
    simp at k0 k1 k2 k3 k4 k5 k6 k7 k8
    ext i j
    fin_cases i <;> fin_cases j <;>
      simp [keyMatrix, mul_apply, Fin.sum_univ_four] <;> linarith
  -- a nonzero column of K + 1, normalised
  obtain ⟨j, hj⟩ : ∃ j, (keyMatrix Rᵀ + 1) j j ≠ 0 := by
    by_contra! h
    have h0 : (keyMatrix Rᵀ + 1).trace = 0 := Finset.sum_eq_zero fun j _ => h j
    rw [trace_add, trace_one, (keyMatrix_linear_symm_traceless.2 _).2] at h0
    norm_num at h0
  let w : Fin 4 → ℝ := fun i => (keyMatrix Rᵀ + 1) i j
  have hw : keyMatrix Rᵀ *ᵥ w = (3 : ℝ) • w := by
    ext i
    exact congrFun (congrFun hK i) j
  have hs : 0 < w ⬝ᵥ w :=
    Finset.sum_pos' (fun i _ => mul_self_nonneg (w i))
      ⟨j, Finset.mem_univ j, mul_self_pos.mpr hj⟩
  let q : Fin 4 → ℝ := (√(w ⬝ᵥ w))⁻¹ • w
  have hq : q ⬝ᵥ q = 1 := by
    simp only [q, smul_dotProduct, dotProduct_smul, smul_eq_mul]
    rw [← mul_assoc, ← mul_inv, Real.mul_self_sqrt hs.le, inv_mul_cancel₀ hs.ne']
  have ht : (rot q * Rᵀ).trace = 3 := by
    have hKq : keyMatrix Rᵀ *ᵥ q = (3 : ℝ) • q := by
      simp only [q]
      rw [mulVec_smul, hw, smul_comm]
    rw [trace_rot_mul, hKq, dotProduct_smul, hq, smul_eq_mul, mul_one]
  -- the squared distance between R(q) and R vanishes
  have h1 : ((rot q)ᵀ * R).trace = 3 := by
    rw [← trace_transpose, transpose_mul, transpose_transpose, trace_mul_comm, ht]
  have h2 : (Rᵀ * rot q).trace = 3 := by rw [trace_mul_comm, ht]
  have h3 : ((rot q - R)ᵀ * (rot q - R)).trace = 0 := by
    rw [transpose_sub, sub_mul, mul_sub, mul_sub, (rot_isRotation hq).1, hR.1, trace_sub,
      trace_sub, trace_sub, h1, h2, trace_one]
    norm_num
  refine ⟨q, hq, ?_⟩
  ext i l
  have hsum : ∑ l, ∑ i, (rot q - R) i l * (rot q - R) i l = 0 := by
    simpa only [Matrix.trace, diag_apply, mul_apply, transpose_apply] using h3
  have h4 := (Finset.sum_eq_zero_iff_of_nonneg (fun l _ => Finset.sum_nonneg
    fun i _ => mul_self_nonneg ((rot q - R) i l))).mp hsum l (Finset.mem_univ l)
  have h5 := (Finset.sum_eq_zero_iff_of_nonneg
    (fun i _ => mul_self_nonneg ((rot q - R) i l))).mp h4 i (Finset.mem_univ i)
  exact sub_eq_zero.mp (mul_self_eq_zero.mp h5)

/-- For a proper rotation the misfit is the sum of all squared lengths minus twice the
overlap. -/
theorem misfit_eq {ι : Type*} [Fintype ι] (x a : ι → Fin 3 → ℝ)
    {R : Matrix (Fin 3) (Fin 3) ℝ} (hR : IsRotation R) :
    misfit R x a = ∑ i, (a i ⬝ᵥ a i + x i ⬝ᵥ x i) - 2 * ∑ i, a i ⬝ᵥ R *ᵥ x i := by
  rw [misfit, Finset.mul_sum, ← Finset.sum_sub_distrib]
  refine Finset.sum_congr rfl fun i _ => ?_
  have h : (R *ᵥ x i) ⬝ᵥ (R *ᵥ x i) = x i ⬝ᵥ x i := by
    calc (R *ᵥ x i) ⬝ᵥ (R *ᵥ x i) = x i ⬝ᵥ (Rᵀ * R) *ᵥ x i := by
          rw [← mulVec_mulVec, dotProduct_mulVec (x i) Rᵀ, vecMul_transpose]
      _ = x i ⬝ᵥ x i := by rw [hR.1, one_mulVec]
  rw [sub_dotProduct, dotProduct_sub, dotProduct_sub, h, dotProduct_comm (R *ᵥ x i) (a i)]
  ring

/-- If `lam` is the largest eigenvalue of a symmetric `N`, then `lam - N` is positive
semidefinite. -/
theorem top_sub_posSemidef {N : Matrix (Fin 4) (Fin 4) ℝ} (hN : Nᵀ = N) {lam : ℝ}
    (h : IsTopEigenvalue N lam) : (lam • (1 : Matrix (Fin 4) (Fin 4) ℝ) - N).PosSemidef := by
  have hH : (lam • (1 : Matrix (Fin 4) (Fin 4) ℝ) - N).IsHermitian := by
    rw [IsHermitian, conjTranspose_eq_transpose_of_trivial, transpose_sub, transpose_smul,
      transpose_one, hN]
  rw [hH.posSemidef_iff_eigenvalues_nonneg]
  intro i
  have hv := hH.mulVec_eigenvectorBasis i
  have hne : (hH.eigenvectorBasis i).ofLp ≠ 0 := fun h0 =>
    hH.eigenvectorBasis.orthonormal.ne_zero i (by ext k; exact congrFun h0 k)
  rw [sub_mulVec, smul_mulVec, one_mulVec] at hv
  have hle := h.2 (lam - hH.eigenvalues i) _ hne (by rw [sub_smul, ← hv, sub_sub_cancel])
  show (0 : ℝ) ≤ hH.eigenvalues i
  linarith

/-- A unit quaternion gives the least misfit among all proper rotations exactly when it is an
eigenvector of `N` for the largest eigenvalue. -/
theorem best_fit_iff {ι : Type*} [Fintype ι] (x a : ι → Fin 3 → ℝ) {lam : ℝ}
    (h : IsTopEigenvalue (keyMatrix (correlation x a)) lam) {p : Fin 4 → ℝ}
    (hp : p ⬝ᵥ p = 1) :
    keyMatrix (correlation x a) *ᵥ p = lam • p ↔
      ∀ R, IsRotation R → misfit (rot p) x a ≤ misfit R x a := by
  have hM := top_sub_posSemidef (keyMatrix_linear_symm_traceless.2 _).1 h
  have e : ∀ q : Fin 4 → ℝ, q ⬝ᵥ q = 1 →
      q ⬝ᵥ (lam • (1 : Matrix (Fin 4) (Fin 4) ℝ) - keyMatrix (correlation x a)) *ᵥ q
        = lam - q ⬝ᵥ keyMatrix (correlation x a) *ᵥ q := by
    intro q hq
    rw [sub_mulVec, smul_mulVec, one_mulVec, dotProduct_sub, dotProduct_smul, hq,
      smul_eq_mul, mul_one]
  have bound : ∀ q : Fin 4 → ℝ, q ⬝ᵥ q = 1 →
      q ⬝ᵥ keyMatrix (correlation x a) *ᵥ q ≤ lam := by
    intro q hq
    have h0 := hM.dotProduct_mulVec_nonneg q
    rw [star_trivial, e q hq] at h0
    linarith
  constructor
  · intro hpe R hR
    obtain ⟨q, hq, rfl⟩ := exists_quaternion hR
    rw [misfit_eq x a (rot_isRotation hp), misfit_eq x a hR, overlap_eq, overlap_eq, hpe,
      dotProduct_smul, hp, smul_eq_mul, mul_one]
    linarith [bound q hq]
  · intro hbest
    -- compare with a top eigenvector: the form of lam - N vanishes at p
    obtain ⟨q, hq, hqe⟩ := h.1
    have h1 := hbest _ (rot_isRotation hq)
    rw [misfit_eq x a (rot_isRotation hp), misfit_eq x a (rot_isRotation hq), overlap_eq,
      overlap_eq, hqe, dotProduct_smul, hq, smul_eq_mul, mul_one] at h1
    have h2 := (hM.dotProduct_mulVec_zero_iff p).mp (by
      rw [star_trivial, e p hp]
      linarith [bound p hp])
    rw [sub_mulVec, smul_mulVec, one_mulVec] at h2
    exact (sub_eq_zero.mp h2).symm

/-- For a unit eigenvector of `N` the misfit is the sum of all squared lengths minus twice
the eigenvalue. -/
theorem misfit_eigenvector {ι : Type*} [Fintype ι] (x a : ι → Fin 3 → ℝ) {lam : ℝ}
    {p : Fin 4 → ℝ} (hp : p ⬝ᵥ p = 1)
    (hpe : keyMatrix (correlation x a) *ᵥ p = lam • p) :
    misfit (rot p) x a = ∑ i, (a i ⬝ᵥ a i + x i ⬝ᵥ x i) - 2 * lam := by
  rw [misfit_eq x a (rot_isRotation hp), overlap_eq, hpe, dotProduct_smul, hp, smul_eq_mul,
    mul_one]

end

end QuaternionSuperposition
```

```lean
#print axioms QuaternionSuperposition.rot_conjugation
-- 'QuaternionSuperposition.rot_conjugation' depends on axioms: [propext, Classical.choice, Quot.sound]
#print axioms QuaternionSuperposition.best_fit_iff
-- 'QuaternionSuperposition.best_fit_iff' depends on axioms: [propext, Classical.choice, Quot.sound]
#print axioms QuaternionSuperposition.misfit_eigenvector
-- 'QuaternionSuperposition.misfit_eigenvector' depends on axioms: [propext, Classical.choice, Quot.sound]
```

## How the proof follows the derivation

`rot_conjugation` checks the quaternion convention. `rot_isRotation`, `keyMatrix_linear_symm_traceless` and `trace_rot_mul` expand entries and finish with `ring` where algebra remains; `overlap_eq` sums the trace identity over the points.

In `exists_quaternion`, `hK` is the identity for \(K\). The orthogonality and cofactor relations are listed entry by entry, and `linarith` combines them linearly, treating products of entries as unknowns. The column `w` and the vanishing squared distance `h3` follow as above.

`misfit_eq` expands the square. `top_sub_posSemidef` uses the spectral theorem to show that \(\lambda-N\) is positive semidefinite. In `best_fit_iff`, this gives `bound` and hence the forward direction. For the converse, comparing `p` with a top eigenvector makes the form of \(\lambda-N\) vanish at `p`, and semidefiniteness then gives \((\lambda-N)p=0\).
